# Omitting the core kinetic energy density can make the meta-GGA indicator α negative

Let a valence density $n>0$ with gradient $g$ and a core density $m>0$ with gradient $h$ have kinetic energy densities $\tau$ and $\tau_c$. If $\tau\ge\|g\|^2/(8n)$ and $\tau_c\ge\|h\|^2/(8m)$, then

$$\tau+\tau_c\;\ge\;\frac{\|g+h\|^2}{8(n+m)} .$$

If the core density is kept but $\tau_c$ is left out, the bound can fail. For $n=e^{-2r}$ and $m=e^{-4r}$, with $\tau=n'^2/(8n)$, it fails at every $r$, and the iso-orbital indicator $\alpha$ of the total density is negative there.

## Core density in a meta-GGA

In atomic units, the von Weizsäcker kinetic energy density is

$$\tau_W(n,g)=\frac{\|g\|^2}{8n}.$$

For orbitals $\varphi_i$ with occupations $f_i\ge0$, take the density $n=\sum_i f_i|\varphi_i|^2$ and the kinetic energy density $\tau=\tfrac12\sum_i f_i\|\nabla\varphi_i\|^2$. Wherever $n>0$ they satisfy $\tau\ge\tau_W$, by the Cauchy–Schwarz inequality. Equality holds when a single real orbital shape is occupied. A meta-GGA can use this through

$$\alpha=\frac{\tau-\tau_W}{\tau_{\mathrm{unif}}},\qquad \tau_{\mathrm{unif}}(n)=\tfrac{3}{10}(3\pi^2)^{2/3}n^{5/3},$$

where $\tau_{\mathrm{unif}}$ belongs to the spin-unpolarised uniform electron gas. Orbital densities therefore have $\alpha\ge0$.

In PAW and pseudopotential calculations, a core density may be added to the valence density before the functional is evaluated. The exponential model, with its valence $\tau$ at the von Weizsäcker value, shows that adding the core density without its kinetic energy density can take a meta-GGA to $\alpha<0$.

## The defect is nonnegative

Put the three von Weizsäcker terms over the common denominator $8nm(n+m)$. The numerator of $\tau_W(n,g)+\tau_W(m,h)-\tau_W(n+m,g+h)$ is

$$m(n+m)\|g\|^2+n(n+m)\|h\|^2-nm\left(\|g\|^2+2\langle g,h\rangle+\|h\|^2\right).$$

The terms $nm\|g\|^2$ and $nm\|h\|^2$ cancel, which leaves

$$m^2\|g\|^2-2nm\langle g,h\rangle+n^2\|h\|^2=\|mg-nh\|^2 .$$

Hence

$$\tau_W(n,g)+\tau_W(m,h)-\tau_W(n+m,g+h)=\frac{\|mg-nh\|^2}{8nm(n+m)}\ge0 .$$

Adding the two assumed bounds gives the bound for the total. The von Weizsäcker terms themselves are additive exactly when $mg=nh$, that is, when the logarithmic gradients $g/n$ and $h/m$ agree.

## When the core term is missing

Now let $\tau=\tau_W(n,g)$ and omit $\tau_c$. The bound for the total density fails when

$$\frac{\|g\|^2}{8n}<\frac{\|g+h\|^2}{8(n+m)} .$$

Clearing the positive denominators gives $(n+m)\|g\|^2<n\|g+h\|^2$. Expanding the right side and subtracting $n\|g\|^2$ gives the equivalent condition

$$m\|g\|^2<n\left(2\langle g,h\rangle+\|h\|^2\right).$$

For $n=Ae^{-ar}$ and $m=Be^{-br}$ with $A,B>0$, the radial derivatives are $g=-an$ and $h=-bm$. The condition becomes

$$a^2n^2m<2ab\,n^2m+b^2nm^2 .$$

Division by $nm>0$ turns it into

$$a(a-2b)\,n<b^2m .$$

With $a=2$ and $b=4$ this reads $-12n<16m$, which is true at every $r$. Since $\tau_{\mathrm{unif}}>0$, the sign of $\alpha$ is that of $\tau-\tau_W$, so $\alpha<0$.

## The statements in Lean

The type `E` is any real inner-product space; ordinary three-dimensional gradients are one case. In the general theorems `n`, `m`, `g` and `h` are values at one point, and nothing requires `g` to be the gradient of a density function. The hypotheses `hv` and `hc` of `total_tau_bound` are the valence and core bounds. They are assumed there, not derived from orbitals.

`alpha` takes the density, its gradient and the kinetic energy density as separate arguments. In `alpha_neg_without_core_tau` the first two describe the total density, while the third is the valence value alone: this is the omission of the core term. Here the gradients are actual derivatives, written with `deriv`, and `E` is the real line. The theorem allows every real `r`; the physical radii are the positive ones, where the gradient of a spherical density has magnitude $|n'(r)|$.

The two exponentials together are a model of valence and core, not the solution for an atom, and they are not normalised to whole numbers of electrons. For $a=2$ and $b=4$ the sign of $\alpha$ does not depend on the normalisation, since $-12n<16m$ holds for all positive amplitudes. No exchange-correlation functional is evaluated.

```lean
import Mathlib

open scoped InnerProductSpace

namespace CoreKineticEnergyDensity

noncomputable section

variable {E : Type*} [NormedAddCommGroup E] [InnerProductSpace ℝ E]

/-- The von Weizsäcker kinetic energy density of a density `n` with gradient `g`. -/
def tauW (n : ℝ) (g : E) : ℝ := ‖g‖ ^ 2 / (8 * n)

/-- The kinetic energy density of the uniform electron gas of density `n`. -/
def tauUnif (n : ℝ) : ℝ :=
  3 / 10 * (3 * Real.pi ^ 2) ^ (2 / 3 : ℝ) * n ^ (5 / 3 : ℝ)

/-- The iso-orbital indicator `α` of a meta-GGA, from density, gradient and kinetic
energy density. -/
def alpha (n : ℝ) (g : E) (tau : ℝ) : ℝ := (tau - tauW n g) / tauUnif n

/-- An exponential density with amplitude `A` and decay constant `a`, at radius `r`. -/
def expDensity (A a r : ℝ) : ℝ := A * Real.exp (-(a * r))

/-- The sum of the von Weizsäcker terms of valence and core, minus that of the total density, is an
explicit squared norm divided by `8 n m (n + m)`. -/
theorem tauW_defect {n m : ℝ} (hn : 0 < n) (hm : 0 < m) (g h : E) :
    tauW n g + tauW m h - tauW (n + m) (g + h)
      = ‖m • g - n • h‖ ^ 2 / (8 * n * m * (n + m)) := by
  have key : ‖m • g - n • h‖ ^ 2
      = m ^ 2 * ‖g‖ ^ 2 - 2 * (m * n * ⟪g, h⟫_ℝ) + n ^ 2 * ‖h‖ ^ 2 := by
    rw [norm_sub_sq_real]
    simp only [norm_smul, mul_pow, Real.norm_eq_abs, sq_abs,
      real_inner_smul_left, real_inner_smul_right]
    ring
  have hnm : n + m ≠ 0 := by positivity
  unfold tauW
  rw [key, norm_add_sq_real]
  field_simp
  ring

/-- The von Weizsäcker terms of valence and core add up to that of the total density
exactly when the two logarithmic gradients agree, `g / n = h / m`. -/
theorem tauW_add_eq_iff {n m : ℝ} (hn : 0 < n) (hm : 0 < m) (g h : E) :
    tauW n g + tauW m h = tauW (n + m) (g + h) ↔ m • g = n • h := by
  have d := tauW_defect hn hm g h
  have hp : 0 < 8 * n * m * (n + m) := by positivity
  constructor
  · intro e
    rw [e, sub_self] at d
    have hz : ‖m • g - n • h‖ ^ 2 = 0 := by
      rcases div_eq_zero_iff.1 d.symm with h0 | h0
      · exact h0
      · exact absurd h0 hp.ne'
    exact sub_eq_zero.1 (norm_eq_zero.1 ((pow_eq_zero_iff two_ne_zero).1 hz))
  · intro e
    have hz : m • g - n • h = 0 := sub_eq_zero.2 e
    rw [hz, norm_zero, zero_pow two_ne_zero, zero_div] at d
    linarith

/-- If valence and core kinetic energy densities each obey the von Weizsäcker bound, their
sum obeys the bound for the total density. -/
theorem total_tau_bound {n m tau tauc : ℝ} (hn : 0 < n) (hm : 0 < m) {g h : E}
    (hv : tauW n g ≤ tau) (hc : tauW m h ≤ tauc) :
    tauW (n + m) (g + h) ≤ tau + tauc := by
  have d := tauW_defect hn hm g h
  have hp : 0 ≤ ‖m • g - n • h‖ ^ 2 / (8 * n * m * (n + m)) := by positivity
  linarith

omit [InnerProductSpace ℝ E] in
/-- At positive density, `α` is negative exactly when the kinetic energy density lies below
the von Weizsäcker value. -/
theorem alpha_neg_iff {n : ℝ} (hn : 0 < n) (g : E) (tau : ℝ) :
    alpha n g tau < 0 ↔ tau < tauW n g := by
  have hu : 0 < tauUnif n := by
    unfold tauUnif
    positivity
  unfold alpha
  rw [div_lt_iff₀ hu, zero_mul, sub_neg]

/-- Let the valence kinetic energy density equal its von Weizsäcker value. Without a core
contribution it lies below the von Weizsäcker value of the total density exactly under the
stated inequality between densities and gradients. -/
theorem missing_core_iff {n m : ℝ} (hn : 0 < n) (hm : 0 < m) (g h : E) :
    tauW n g < tauW (n + m) (g + h)
      ↔ m * ‖g‖ ^ 2 < n * (2 * ⟪g, h⟫_ℝ + ‖h‖ ^ 2) := by
  unfold tauW
  rw [div_lt_div_iff₀ (by positivity) (by positivity), norm_add_sq_real]
  constructor <;> intro H <;> nlinarith [H]

/-- The radial derivative of an exponential density is `-a` times the density. -/
theorem hasDerivAt_expDensity (A a r : ℝ) :
    HasDerivAt (expDensity A a) (-a * expDensity A a r) r := by
  have h : HasDerivAt (fun s : ℝ => A * Real.exp (-(a * s)))
      (A * (Real.exp (-(a * r)) * (-(a * 1)))) r :=
    (((hasDerivAt_id r).const_mul a).fun_neg.exp).const_mul A
  exact h.congr_deriv (by unfold expDensity; ring)

/-- For exponential valence and core densities, with the valence kinetic energy density at its von
Weizsäcker value and the core one left out, `α` of the total density is negative exactly when `a (a
- 2 b) n < b² m`, where `n` and `m` are the valence and core densities at `r`. -/
theorem alpha_neg_iff_exponential {A B : ℝ} (hA : 0 < A) (hB : 0 < B) (a b r : ℝ) :
    alpha (expDensity A a r + expDensity B b r)
        (deriv (fun s => expDensity A a s + expDensity B b s) r)
        (tauW (expDensity A a r) (deriv (expDensity A a) r)) < 0
      ↔ a * (a - 2 * b) * expDensity A a r < b ^ 2 * expDensity B b r := by
  have hn : 0 < expDensity A a r := mul_pos hA (Real.exp_pos _)
  have hm : 0 < expDensity B b r := mul_pos hB (Real.exp_pos _)
  have hin : ∀ x y : ℝ, ⟪x, y⟫_ℝ = x * y := fun x y => by
    simp [mul_comm]
  -- insert the radial derivatives
  rw [((hasDerivAt_expDensity A a r).fun_add (hasDerivAt_expDensity B b r)).deriv,
    (hasDerivAt_expDensity A a r).deriv, alpha_neg_iff (add_pos hn hm),
    missing_core_iff hn hm]
  simp only [hin, Real.norm_eq_abs, sq_abs]
  generalize expDensity A a r = n at *
  generalize expDensity B b r = m at *
  -- both sides differ by the positive factor n * m
  have hnm : 0 < n * m := mul_pos hn hm
  constructor
  · intro H
    have H' : 0 < (n * m) * (b ^ 2 * m - a * (a - 2 * b) * n) := by nlinarith [H]
    have H'' := (mul_pos_iff_of_pos_left hnm).1 H'
    linarith
  · intro H
    have H' := mul_pos hnm (sub_pos.2 H)
    nlinarith [H']

/-- For the valence density `exp (-2r)` and the core density `exp (-4r)`, with the valence kinetic
energy density at its von Weizsäcker value and the core one left out, `α` of the total density is
negative at every `r`. -/
theorem alpha_neg_without_core_tau (r : ℝ) :
    alpha (expDensity 1 2 r + expDensity 1 4 r)
      (deriv (fun s => expDensity 1 2 s + expDensity 1 4 s) r)
      (tauW (expDensity 1 2 r) (deriv (expDensity 1 2) r)) < 0 := by
  have hn : 0 < expDensity 1 2 r := mul_pos one_pos (Real.exp_pos _)
  have hm : 0 < expDensity 1 4 r := mul_pos one_pos (Real.exp_pos _)
  refine (alpha_neg_iff_exponential one_pos one_pos 2 4 r).2 ?_
  linarith

end

end CoreKineticEnergyDensity
```

```lean
#print axioms CoreKineticEnergyDensity.tauW_add_eq_iff
#print axioms CoreKineticEnergyDensity.total_tau_bound
#print axioms CoreKineticEnergyDensity.alpha_neg_without_core_tau
```

```
'CoreKineticEnergyDensity.tauW_add_eq_iff' depends on axioms: [propext, Classical.choice, Quot.sound]
'CoreKineticEnergyDensity.total_tau_bound' depends on axioms: [propext, Classical.choice, Quot.sound]
'CoreKineticEnergyDensity.alpha_neg_without_core_tau' depends on axioms: [propext, Classical.choice, Quot.sound]
```

## How the proof follows the algebra

`tauW_defect` carries the main calculation. Its intermediate equation `key` expands $\|mg-nh\|^2$; `norm_add_sq_real` expands $\|g+h\|^2$; then `field_simp` clears the denominators and `ring` compares the polynomials.

Two results follow from this identity. In `total_tau_bound`, `positivity` shows that the defect is nonnegative, and `linarith` adds the two hypotheses. In `tauW_add_eq_iff`, additivity makes the quotient zero; its denominator is positive, so the squared norm vanishes and $mg=nh$. The converse substitutes this equality into the defect.

`alpha_neg_iff` proves that $\tau_{\mathrm{unif}}$ is positive and multiplies through by it. Together with `total_tau_bound`, it gives $\alpha\ge0$ for the total density when both kinetic energy densities are included and each obeys its von Weizsäcker bound.

`missing_core_iff` cross-multiplies with `div_lt_div_iff₀` and expands the norm; `nlinarith` then handles the cancellation in both directions.

For the exponentials, `hasDerivAt_expDensity` supplies the derivative $-a$ times the density. `alpha_neg_iff_exponential` inserts the derivatives, applies the two preceding criteria, and replaces the density values by positive numbers `n` and `m`. What remains is the division by $nm$: one direction removes this positive factor from the inequality, and the other multiplies it back in. The final theorem sets $a=2$, $b=4$ and $A=B=1$, and `linarith` proves $-12n<16m$ from the positivity of both densities.
